# The Wick-rotated ladder integral keeps only pairs of energies with equal sign

## Two propagators at imaginary frequency

Two electrons in an atom interact twice, each time instantaneously. Between the interactions they occupy intermediate orbitals with energies $\varepsilon_1$ and $\varepsilon_2$, which may be electron states or negative-energy states of the Dirac Hamiltonian. The ladder diagram integrates the product of their propagators over the frequency $\omega$ passed between them. With reference energies $E_1$ and $E_2$ and $\hbar=1$, set

$$a=\varepsilon_1-E_1,\qquad b=\varepsilon_2-E_2 .$$

Here $a$ and $b$ are energy differences, not orbital labels as in many textbooks. On the rotated contour $\omega=-iw$, with $w$ real, the product of propagators and its normalised integral are

$$f(w)=\frac{1}{(a+iw)(b-iw)},\qquad L=\frac{1}{2\pi}\int_{-\infty}^{\infty}f(w)\,dw .$$

Positive $a$ or $b$ stands for an electron state and negative $a$ or $b$ for a negative-energy state. This reading is correct when each reference energy lies above the negative continuum and below every electron state in the sum.

For nonzero real $a$ and $b$, the function $f$ is integrable and

$$(a+b)\,L=\tfrac12(\operatorname{sign}a+\operatorname{sign}b),\qquad L=0\ \text{ if } a+b=0 .$$

Hence $L=1/(a+b)$ for two positive energies, $L=-1/(a+b)$ for two negative ones, and $L=0$ for a mixed pair.

## From Lorentzians to the sign rule

**Lorentzians.** Since $a^2+w^2=a^2\,(1+(w/a)^2)$, the substitution $x=w/a$ gives

$$\int_{-\infty}^{\infty}\frac{a\,dw}{a^2+w^2}=\frac{a}{a^2}\,|a|\int_{-\infty}^{\infty}\frac{dx}{1+x^2}=\pi\operatorname{sign}a .$$

**Integrability.** Let $p=1/|a+iw|$ and $q=1/|b-iw|$. Then $|f|=pq\le p^2+q^2$, because $p^2+q^2-pq=\tfrac12(p-q)^2+\tfrac12(p^2+q^2)\ge0$. The bound is $1/(a^2+w^2)+1/(b^2+w^2)$, a sum of two integrable Lorentzians.

**Partial fractions.** Writing $a+b=(a+iw)+(b-iw)$ gives

$$(a+b)f(w)=\frac1{a+iw}+\frac1{b-iw} .$$

The two terms on the right are not separately integrable, since each falls off only as $1/|w|$. Adding the same identity at $-w$ cures this:

$$(a+b)\,[f(w)+f(-w)]=\frac{2a}{a^2+w^2}+\frac{2b}{b^2+w^2}.$$

The functions $f(w)$ and $f(-w)$ have the same integral, $2\pi L$. Integrating both sides therefore gives $4\pi(a+b)L=2\pi(\operatorname{sign}a+\operatorname{sign}b)$, which is the product formula.

**Opposite energies.** For $b=-a$ the product formula reads $0=0$ and leaves $L$ undetermined. In this case $f(w)=-1/(a+iw)^2$, which is the derivative of $F(w)=-i/(a+iw)$. Since $|F(w)|\le1/|w|$, $F$ vanishes at both ends and $L=0$.

**Sign cases.** Two positive energies make the right-hand side of the product formula $1$, and two negative ones make it $-1$; in both cases $a+b\neq0$ and one may divide. For a mixed pair the right-hand side is $0$, so $L=0$ when $a+b\ne0$, and the previous step supplies $a+b=0$.

**Sums over pairs.** For finitely many pairs with amplitudes $c_{ij}$ that do not depend on $w$, the integral passes through the sum, and each pair receives its own $L$.

## Second-order energy of a helium-like ion

Take orbitals in the field of the nucleus alone, set both reference energies equal to the $1s$ energy, and let the interaction be instantaneous, either Coulomb or Breit at zero frequency. The amplitude $c_{ij}$ is then a product of two interaction matrix elements, and the ladder contributes $-\sum_{ij}c_{ij}L_{ij}$ to the energy. For two electron states this is the usual second-order term, with denominator $E_1+E_2-\varepsilon_1-\varepsilon_2$.

At low nuclear charge $Z$, the $2s$ orbital has $a\approx 3Z^2/8$ hartree, so the pair $2s\,2s$ enters with $L\approx 4/(3Z^2)$ per hartree. Two negative-energy states have $a$ and $b$ near $-2mc^2$ or below, with $mc^2$ the rest energy of the electron, so $L$ is at most about $1/(4mc^2)$. A mixed pair contributes nothing to this diagram, even when its energies nearly cancel and a bare factor $1/(a+b)$ would be huge. Pairs containing $1s$ itself have $a=0$ or $b=0$; their integrand is not integrable, and they must be treated separately.

The theorems start from the rotated integral; the rotation from real frequencies is taken from the physics. A frequency-dependent Breit interaction would put further factors depending on $w$ under the integral, and the sign rule as stated would no longer apply.

## The integral and its integrability in Lean

```lean
import Mathlib

open MeasureTheory Filter Topology
open Complex (I)

namespace WickRotatedLadder

noncomputable section
```

The energies and the frequency are real numbers, while the integrand and its integral are complex.

```lean
/-- Product of the two Wick-rotated propagators at imaginary frequency `w`, for orbital energies
`a` and `b` measured from their reference energies; the domain is `a + iw ≠ 0`, `b - iw ≠ 0`. -/
def ladderIntegrand (a b w : ℝ) : ℂ := 1 / (((a : ℂ) + I * w) * ((b : ℂ) - I * w))

/-- The ladder integral: the frequency integral of the two propagators, divided by `2π`,
for nonzero `a` and `b`. -/
def ladder (a b : ℝ) : ℂ := 1 / (2 * (Real.pi : ℂ)) * ∫ w : ℝ, ladderIntegrand a b w
```

`ladderIntegrand a b w` is $f(w)$ and `ladder a b` is $L$, with the factor $1/2\pi$ included. The integral runs over the whole real line with Lebesgue measure.

The next two lemmas show that neither denominator vanishes: its real part is $a$ or $b$, which is nonzero.

```lean
/-- The first propagator has no pole on the rotated contour when `a` is nonzero. -/
lemma den_ne {a : ℝ} (ha : a ≠ 0) (w : ℝ) : (a : ℂ) + I * w ≠ 0 :=
  fun h => ha (by simpa using congrArg Complex.re h)

/-- The second propagator has no pole on the rotated contour when `b` is nonzero. -/
lemma den_ne' {b : ℝ} (hb : b ≠ 0) (w : ℝ) : (b : ℂ) - I * w ≠ 0 :=
  fun h => hb (by simpa using congrArg Complex.re h)
```

The Lorentzian is reduced to unit width, which gives first its integrability and then its integral.

```lean
/-- A Lorentzian of nonzero width `a` is a rescaled Lorentzian of unit width. -/
lemma lorentz_scale {a : ℝ} (ha : a ≠ 0) (w : ℝ) :
    (a ^ 2 + w ^ 2)⁻¹ = a⁻¹ ^ 2 * (1 + (a⁻¹ * w) ^ 2)⁻¹ := by
  have h : a ^ 2 + w ^ 2 = a ^ 2 * (1 + (a⁻¹ * w) ^ 2) := by field_simp
  rw [h, mul_inv, inv_pow]

/-- A Lorentzian of nonzero width is integrable over all frequencies. -/
lemma lorentz_integrable {a : ℝ} (ha : a ≠ 0) :
    Integrable (fun w : ℝ => (a ^ 2 + w ^ 2)⁻¹) := by
  have h := (integrable_inv_one_add_sq.comp_mul_left' (inv_ne_zero ha)).const_mul (a⁻¹ ^ 2)
  exact h.congr (ae_of_all _ fun w => (lorentz_scale ha w).symm)

/-- For nonzero `a`, the Lorentzian `a / (a² + w²)` integrates to `π` times the sign of `a`. -/
theorem lorentz_integral {a : ℝ} (ha : a ≠ 0) :
    ∫ w : ℝ, a * (a ^ 2 + w ^ 2)⁻¹ = Real.pi * Real.sign a := by
  have h : ∫ w : ℝ, (1 + (a⁻¹ * w) ^ 2)⁻¹ = |a| * Real.pi :=
    (Measure.integral_comp_mul_left (fun x : ℝ => (1 + x ^ 2)⁻¹) a⁻¹).trans
      (by simp only [integral_univ_inv_one_add_sq, inv_inv, smul_eq_mul])
  have e : (fun w : ℝ => a * (a ^ 2 + w ^ 2)⁻¹) =
      fun w => (a * a⁻¹ ^ 2) * (1 + (a⁻¹ * w) ^ 2)⁻¹ := by
    funext w
    rw [lorentz_scale ha, mul_assoc]
  rw [e, integral_const_mul, h]
  rcases lt_or_gt_of_ne ha with h | h
  · rw [abs_of_neg h, Real.sign_of_neg h]
    field_simp
  · rw [abs_of_pos h, Real.sign_of_pos h]
    field_simp
```

In `lorentz_integral` the change of variables produces the factor $|a|$, and the two cases at the end turn $a\,|a|/a^2$ into the sign of $a$.

```lean
/-- For nonzero `a` and `b` the product of the two propagators is integrable over `w`. -/
theorem ladder_integrable {a b : ℝ} (ha : a ≠ 0) (hb : b ≠ 0) :
    Integrable (ladderIntegrand a b) := by
  have hc : Continuous (ladderIntegrand a b) := by
    unfold ladderIntegrand
    exact continuous_const.div (by fun_prop) (fun w => mul_ne_zero (den_ne ha w) (den_ne' hb w))
  refine ((lorentz_integrable ha).add (lorentz_integrable hb)).mono'
    hc.aestronglyMeasurable (ae_of_all _ fun w => ?_)
  have h1 : ‖(a : ℂ) + I * w‖ ^ 2 = a ^ 2 + w ^ 2 := by
    rw [Complex.sq_norm, Complex.normSq_apply]
    simp
    ring
  have h2 : ‖(b : ℂ) - I * w‖ ^ 2 = b ^ 2 + w ^ 2 := by
    rw [Complex.sq_norm, Complex.normSq_apply]
    simp
    ring
  -- the product of two moduli is bounded by the sum of their squares
  show ‖1 / (((a : ℂ) + I * w) * ((b : ℂ) - I * w))‖ ≤ (a ^ 2 + w ^ 2)⁻¹ + (b ^ 2 + w ^ 2)⁻¹
  rw [← h1, ← h2, norm_div, norm_one, norm_mul, one_div, mul_inv, ← inv_pow, ← inv_pow]
  nlinarith [sq_nonneg (‖(a : ℂ) + I * w‖⁻¹ - ‖(b : ℂ) - I * w‖⁻¹),
    sq_nonneg (‖(a : ℂ) + I * w‖⁻¹), sq_nonneg (‖(b : ℂ) - I * w‖⁻¹)]
```

The integrand is continuous, hence measurable, and `mono'` compares it with the sum of Lorentzians. `h1` and `h2` compute the squared moduli. The closing `nlinarith` proves $pq\le p^2+q^2$ from the squares used in the derivation.

## The product formula

```lean
/-- Partial fractions for the frequency-symmetrised product of propagators, away from poles. -/
lemma partial_fractions {A B x : ℂ} (h1 : A + x ≠ 0) (h2 : A - x ≠ 0) (h3 : B + x ≠ 0)
    (h4 : B - x ≠ 0) :
    (A + B) * (1 / ((A + x) * (B - x)) + 1 / ((A - x) * (B + x))) =
      2 * (A * ((A + x) * (A - x))⁻¹ + B * ((B + x) * (B - x))⁻¹) := by
  field_simp
  ring

/-- For nonzero `a` and `b`, adding the integrand at `w` and `-w` and multiplying by `a + b`
leaves twice the sum of two Lorentzians. -/
theorem symmetrised {a b : ℝ} (ha : a ≠ 0) (hb : b ≠ 0) (w : ℝ) :
    ((a : ℂ) + b) * (ladderIntegrand a b w + ladderIntegrand a b (-w)) =
      ((2 * (a * (a ^ 2 + w ^ 2)⁻¹ + b * (b ^ 2 + w ^ 2)⁻¹) : ℝ) : ℂ) := by
  have h (c : ℝ) : (c : ℂ) ^ 2 + (w : ℂ) ^ 2 = (c + I * w) * (c - I * w) := by
    linear_combination (w : ℂ) ^ 2 * Complex.I_sq
  have e : ladderIntegrand a b (-w) = 1 / (((a : ℂ) - I * w) * ((b : ℂ) + I * w)) := by
    unfold ladderIntegrand
    push_cast
    congr 1
    ring
  rw [e]
  push_cast
  rw [h a, h b]
  exact partial_fractions (den_ne ha w) (den_ne' ha w) (den_ne hb w) (den_ne' hb w)
```

`partial_fractions` is the algebraic identity for complex $A$, $B$ and $x$. `symmetrised` applies it with $x=iw$, after factoring $c^2+w^2=(c+iw)(c-iw)$. The right-hand side is a real number regarded as complex, so the real Lorentzian integral can be used next.

```lean
/-- For nonzero `a` and `b`, the ladder integral times `a + b` is half the sum of the signs. -/
theorem sum_mul_ladder {a b : ℝ} (ha : a ≠ 0) (hb : b ≠ 0) :
    ((a : ℂ) + b) * ladder a b = ((Real.sign a + Real.sign b : ℝ) : ℂ) / 2 := by
  have hf := ladder_integrable ha hb
  have h : ∫ w : ℝ, ((a : ℂ) + b) * (ladderIntegrand a b w + ladderIntegrand a b (-w)) =
      ((2 * (Real.pi * Real.sign a + Real.pi * Real.sign b) : ℝ) : ℂ) := by
    simp_rw [symmetrised ha hb]
    rw [integral_complex_ofReal, integral_const_mul,
      integral_add ((lorentz_integrable ha).const_mul a) ((lorentz_integrable hb).const_mul b),
      lorentz_integral ha, lorentz_integral hb]
  rw [integral_const_mul, integral_add hf hf.comp_neg,
    integral_neg_eq_self (ladderIntegrand a b) volume] at h
  push_cast at h ⊢
  have hp : (Real.pi : ℂ) * (Real.pi : ℂ)⁻¹ = 1 :=
    mul_inv_cancel₀ (Complex.ofReal_ne_zero.mpr Real.pi_ne_zero)
  unfold ladder
  linear_combination (Real.pi : ℂ)⁻¹ / 4 * h +
    ((Real.sign a : ℂ) + (Real.sign b : ℂ)) / 2 * hp
```

`h` first evaluates the integral of the symmetrised expression through the Lorentzians. The same integral is then split into its two halves, which `integral_neg_eq_self` identifies under $w\to-w$. The last step divides by $4\pi$, which gives the formula for $(a+b)L$.

## Opposite energies and the combined theorem

```lean
/-- A single propagator, times `-i`, vanishes at large imaginary frequency. -/
lemma propagator_tail (a : ℝ) {l : Filter ℝ} (hl : Tendsto (fun w : ℝ => |w|) l atTop) :
    Tendsto (fun w : ℝ => -I * ((a : ℂ) + I * w)⁻¹) l (𝓝 0) := by
  have h1 : Tendsto (fun w : ℝ => ‖(a : ℂ) + I * w‖) l atTop :=
    tendsto_atTop_mono (fun w => by simpa using Complex.abs_im_le_norm ((a : ℂ) + I * w)) hl
  have h2 : Tendsto (fun w : ℝ => ((a : ℂ) + I * w)⁻¹) l (𝓝 0) := by
    rw [tendsto_zero_iff_norm_tendsto_zero]
    simp only [norm_inv]
    exact tendsto_inv_atTop_zero.comp h1
  have h3 := h2.const_mul (-I)
  rwa [mul_zero] at h3
```

This lemma is the decay of $F$. The modulus of $a+iw$ is at least $|w|$, so its inverse tends to zero along any filter on which $|w|$ grows without bound. One statement thus serves both ends of the contour.

```lean
/-- For nonzero `a`, the ladder integral of the opposite energies `a` and `-a` vanishes. -/
theorem ladder_opposite {a : ℝ} (ha : a ≠ 0) : ladder a (-a) = 0 := by
  have hd (w : ℝ) : HasDerivAt (fun w : ℝ => -I * ((a : ℂ) + I * w)⁻¹)
      (ladderIntegrand a (-a) w) w := by
    have h0 : HasDerivAt (fun w : ℝ => (a : ℂ) + I * w) I w := by
      simpa using ((hasDerivAt_id w).ofReal_comp.const_mul I).const_add (a : ℂ)
    refine ((h0.inv (den_ne ha w)).const_mul (-I)).congr_deriv ?_
    show -I * (-I / ((a : ℂ) + I * w) ^ 2) = ladderIntegrand a (-a) w
    have e : ((-a : ℝ) : ℂ) - I * w = -((a : ℂ) + I * w) := by
      push_cast
      ring
    unfold ladderIntegrand
    rw [e]
    generalize (a : ℂ) + I * w = z
    linear_combination (z ^ 2)⁻¹ * Complex.I_sq
  -- the antiderivative vanishes at both ends of the contour
  have h := integral_of_hasDerivAt_of_tendsto hd (ladder_integrable ha (neg_ne_zero.mpr ha))
    (propagator_tail a tendsto_abs_atBot_atTop) (propagator_tail a tendsto_abs_atTop_atTop)
  rw [ladder, h, sub_zero, mul_zero]
```

`hd` verifies that $F'=f$ for $b=-a$, and the fundamental theorem of calculus on the whole line gives the integral as the difference of two zero limits.

```lean
/-- For nonzero `a` and `b` the ladder integrand is integrable, the ladder integral multiplied by
`a + b` equals half the sum of the signs, and the ladder integral vanishes when `a + b = 0`. -/
theorem wick_rotated_ladder {a b : ℝ} (ha : a ≠ 0) (hb : b ≠ 0) :
    Integrable (ladderIntegrand a b) ∧
      ((a : ℂ) + b) * ladder a b = ((Real.sign a + Real.sign b : ℝ) : ℂ) / 2 ∧
      (a + b = 0 → ladder a b = 0) := by
  refine ⟨ladder_integrable ha hb, sum_mul_ladder ha hb, fun h => ?_⟩
  obtain rfl : b = -a := by linarith
  exact ladder_opposite ha
```

`wick_rotated_ladder` collects the results for nonzero $a$ and $b$: integrability, the product formula, and the vanishing of $L$ when $a+b=0$.

## Electron, negative-energy and mixed pairs

```lean
/-- Two positive energies give `1 / (a + b)`. -/
theorem ladder_electrons {a b : ℝ} (ha : 0 < a) (hb : 0 < b) :
    ladder a b = 1 / ((a : ℂ) + b) := by
  have hn : (a : ℂ) + b ≠ 0 := by exact_mod_cast (add_pos ha hb).ne'
  have h := sum_mul_ladder ha.ne' hb.ne'
  rw [Real.sign_of_pos ha, Real.sign_of_pos hb] at h
  push_cast at h
  rw [eq_div_iff hn]
  linear_combination h

/-- Two negative energies give `-1 / (a + b)`. -/
theorem ladder_negative {a b : ℝ} (ha : a < 0) (hb : b < 0) :
    ladder a b = -1 / ((a : ℂ) + b) := by
  have hn : (a : ℂ) + b ≠ 0 := by exact_mod_cast (add_neg ha hb).ne
  have h := sum_mul_ladder ha.ne hb.ne
  rw [Real.sign_of_neg ha, Real.sign_of_neg hb] at h
  push_cast at h
  rw [eq_div_iff hn]
  linear_combination h
```

Both proofs insert the signs into the product formula and divide by $a+b$, which is nonzero because the two energies have the same sign.

```lean
/-- One positive and one negative energy give zero. -/
theorem ladder_mixed {a b : ℝ} (hab : a * b < 0) : ladder a b = 0 := by
  have ha : a ≠ 0 := left_ne_zero_of_mul hab.ne
  have hb : b ≠ 0 := right_ne_zero_of_mul hab.ne
  obtain ⟨-, h, h0⟩ := wick_rotated_ladder ha hb
  by_cases hs : a + b = 0
  · exact h0 hs
  have hn : (a : ℂ) + b ≠ 0 := by exact_mod_cast hs
  have hz : Real.sign a + Real.sign b = 0 := by
    rcases mul_neg_iff.mp hab with ⟨h1, h2⟩ | ⟨h1, h2⟩
    · rw [Real.sign_of_pos h1, Real.sign_of_neg h2]
      norm_num
    · rw [Real.sign_of_neg h1, Real.sign_of_pos h2]
      norm_num
  rw [hz, Complex.ofReal_zero, zero_div] at h
  exact (mul_eq_zero.mp h).resolve_left hn
```

The hypothesis `a * b < 0` says that the energies have opposite signs. The proof separates $a+b=0$, where the antiderivative result applies, from $a+b\neq0$, where the product formula forces $L=0$.

## Finite sums over intermediate pairs

```lean
/-- For finitely many nonzero orbital energies and any complex amplitudes, the frequency integral of
the sum over pairs, divided by `2π`, keeps only pairs of equal sign, with weights `1 / (a + b)` for
positive and `-1 / (a + b)` for negative energies. -/
theorem ladder_pair_sum {m n : Type*} [Fintype m] [Fintype n] (a : m → ℝ) (b : n → ℝ)
    (ha : ∀ i, a i ≠ 0) (hb : ∀ j, b j ≠ 0) (c : m → n → ℂ) :
    1 / (2 * (Real.pi : ℂ)) * ∫ w : ℝ, ∑ i, ∑ j, c i j * ladderIntegrand (a i) (b j) w =
      ∑ i, ∑ j, c i j * (if 0 < a i ∧ 0 < b j then 1 / ((a i : ℂ) + b j)
        else if a i < 0 ∧ b j < 0 then -1 / ((a i : ℂ) + b j) else 0) := by
  have hi (i : m) (j : n) : Integrable (fun w => c i j * ladderIntegrand (a i) (b j) w) :=
    (ladder_integrable (ha i) (hb j)).const_mul _
  rw [MeasureTheory.integral_finsetSum _ (fun i _ => MeasureTheory.integrable_finsetSum _ (fun j _ => hi i j)),
    Finset.mul_sum]
  refine Finset.sum_congr rfl fun i _ => ?_
  rw [MeasureTheory.integral_finsetSum _ (fun j _ => hi i j), Finset.mul_sum]
  refine Finset.sum_congr rfl fun j _ => ?_
  rw [integral_const_mul, mul_left_comm]
  change c i j * ladder (a i) (b j) = _
  congr 1
  -- read off the weight of each pair from its signs
  split_ifs with h1 h2
  · exact ladder_electrons h1.1 h1.2
  · exact ladder_negative h2.1 h2.2
  · apply ladder_mixed
    rcases lt_or_gt_of_ne (ha i) with h3 | h3 <;> rcases lt_or_gt_of_ne (hb j) with h4 | h4
    · exact absurd ⟨h3, h4⟩ h2
    · exact mul_neg_of_neg_of_pos h3 h4
    · exact mul_neg_of_pos_of_neg h3 h4
    · exact absurd ⟨h3, h4⟩ h1

end

end WickRotatedLadder
```

In `ladder_pair_sum`, `m` and `n` are finite index sets for the intermediate orbitals of the two particles, not orbital labels. The energies are `a i` and `b j`, all nonzero, and `c i j` is an arbitrary complex amplitude independent of $w$. A finite basis set fits this form once orbitals with zero `a i` or `b j` are left out, whereas a true continuum of intermediate states does not.

The proof exchanges integral and sums, which is allowed because each term is integrable, and takes the amplitude out of each integral. The `if` expression on the right is then matched with the three sign cases. In its last branch, nonzero energies that are neither both positive nor both negative must have opposite signs, so `ladder_mixed` applies.

```lean
#print axioms WickRotatedLadder.ladder_pair_sum
```

```
'WickRotatedLadder.ladder_pair_sum' depends on axioms: [propext, Classical.choice, Quot.sound]
```
